# An exponential bound on distant density-matrix elements of a gapped nearest-neighbour chain

If the density matrix of a long molecule is cut off at some distance and nothing bounds the tail, the size of the discarded elements is unknown. It can be considerable: in an infinite, half-filled metallic chain with uniform hopping, the elements fall off only as the inverse distance. An energy gap changes this. For independent electrons on a finite chain with nearest-neighbour hopping, measure energies from a zero inside the gap, in units that put every level at $g\le|e|\le1$ with $g>0$. Fill the levels below zero and leave those above it empty. Then the density matrix $P$ of one spin species, in an orthonormal basis with one orbital per site, satisfies

$$|P_{jk}|\le\frac{(1-g^2)^{M+1}}{2g}\qquad\text{whenever } |j-k|>2M+1,\quad M=0,1,2,\dots$$

The bound does not depend on the length of the chain.

## The chain and its density matrix

```lean
import Mathlib

open Matrix Polynomial

namespace NearsightedChain

noncomputable section

variable {n : ℕ} {H : Matrix (Fin n) (Fin n) ℂ}
```

The Hamiltonian $H$ is a complex $n\times n$ matrix in an orthonormal basis with one orbital per site. The type `Fin n` holds the site labels $0,\dots,n-1$.

```lean
/-- The distance between two sites of the chain, in lattice spacings. -/
def siteDist (j k : Fin n) : ℕ := (((j : ℕ) : ℤ) - ((k : ℕ) : ℤ)).natAbs
```

This is $|j-k|$, computed in the integers and returned as a natural number.

```lean
/-- A tridiagonal Hamiltonian couples a site only to itself and its nearest neighbours. -/
def IsTridiagonal (H : Matrix (Fin n) (Fin n) ℂ) : Prop :=
  ∀ j k, 1 < siteDist j k → H j k = 0
```

A `Prop` is a statement. This one says that $H_{jk}=0$ whenever $|j-k|>1$. The chain therefore has open ends; a ring of three or more sites would need corner elements.

```lean
/-- The unitary matrix whose columns are orthonormal eigenvectors of `H`. -/
def orbitals (hH : H.IsHermitian) : Matrix (Fin n) (Fin n) ℂ := hH.eigenvectorUnitary
```

The argument `hH` is a proof that $H$ is Hermitian. From it Mathlib supplies a unitary $U$, whose column $i$ is a normalised eigenvector with eigenvalue $e_i$.

```lean
/-- The matrix `f(H)`, with `f` applied to each eigenvalue of the Hermitian matrix `H`. -/
def matrixFun (hH : H.IsHermitian) (f : ℝ → ℝ) : Matrix (Fin n) (Fin n) ℂ :=
  orbitals hH * diagonal (fun i => (f (hH.eigenvalues i) : ℂ)) * star (orbitals hH)
```

In ordinary notation, $f(H)=U\,\mathrm{diag}(f(e_i))\,U^\dagger$. In Lean, `star` is the adjoint of a matrix and the complex conjugate of a number.

```lean
/-- Occupation of a level of energy `e`: one below zero energy, zero otherwise. -/
def occupation (e : ℝ) : ℝ := if e < 0 then 1 else 0
```

This is the zero-temperature Fermi function with the chemical potential at zero energy.

```lean
/-- The one-particle density matrix: the projector on the negative-energy eigenvectors. -/
def densityMatrix (hH : H.IsHermitian) : Matrix (Fin n) (Fin n) ℂ := matrixFun hH occupation
```

So $P_{jk}=\sum_{e_i<0}U_{ji}\overline{U_{ki}}$, for one spin species.

```lean
/-- The Taylor coefficients `1, 1/2, 3/8, ...` of `1/√(1 - x)`, given by their ratios. -/
def weight : ℕ → ℝ
  | 0 => 1
  | M + 1 => (2 * M + 1) / (2 * M + 2) * weight M
```

The weights are $w_0=1$ and $w_{M+1}=\frac{2M+1}{2M+2}\,w_M$.

```lean
/-- Odd polynomials in the energy that imitate its sign. -/
def signPoly : ℕ → ℝ[X]
  | 0 => X
  | M + 1 => signPoly M + C (weight (M + 1)) * (X * (1 - X ^ 2) ^ (M + 1))
```

`ℝ[X]` is the type of real polynomials, with `X` the variable and `C` marking a constant. The definition reads

$$Q_M(s)=\sum_{m=0}^{M}w_m\,s\,(1-s^2)^m .$$

It comes from writing the sign of $s$ as $s/\sqrt{1-(1-s^2)}$ and truncating the Taylor series of the inverse root.

## From polynomials to matrix elements

```lean
/-- A matrix element of `f(H)` is a sum over eigenvectors weighted by `f`. -/
theorem matrixFun_apply (hH : H.IsHermitian) (f : ℝ → ℝ) (j k : Fin n) :
    matrixFun hH f j k =
      ∑ i, orbitals hH j i * (f (hH.eigenvalues i) : ℂ) * star (orbitals hH k i) := by
  rw [matrixFun, Matrix.mul_apply]
  simp only [Matrix.mul_diagonal, Matrix.star_apply]
```

A theorem gives its hypotheses, then a colon, the claim, and after `:=` the proof. Here the claim is $f(H)_{jk}=\sum_i U_{ji}f(e_i)\overline{U_{ki}}$, and the proof multiplies out the matrices.

```lean
/-- For `f(e) = e ^ m`, the matrix function is the matrix power `H ^ m`. -/
theorem matrixFun_pow (hH : H.IsHermitian) (m : ℕ) :
    matrixFun hH (fun e => e ^ m) = H ^ m := by
  have h : Unitary.conjStarAlgAut ℂ _ hH.eigenvectorUnitary
      (diagonal fun i => (hH.eigenvalues i : ℂ)) = H := hH.spectral_theorem.symm
  have hd : diagonal (fun i => ((hH.eigenvalues i ^ m : ℝ) : ℂ)) =
      diagonal (fun i => (hH.eigenvalues i : ℂ)) ^ m := by
    simp only [Matrix.diagonal_pow, Pi.pow_def, Complex.ofReal_pow]
  calc matrixFun hH (fun e => e ^ m) = Unitary.conjStarAlgAut ℂ _ hH.eigenvectorUnitary
        (diagonal (fun i => (hH.eigenvalues i : ℂ)) ^ m) := by
        rw [Unitary.conjStarAlgAut_apply, ← hd]
        rfl
    _ = H ^ m := by rw [_root_.map_pow, h]
```

With $D=\mathrm{diag}(e_i)$ we have $H=UDU^\dagger$. The inner factors $U^\dagger U$ cancel in a product, so $H^m=UD^mU^\dagger$. Lean treats $A\mapsto UAU^\dagger$ as a map that respects products, and `map_pow` moves the power through it.

```lean
/-- If `|f| ≤ δ` on the spectrum of a Hermitian `H`, every element of `f(H)` has modulus at most
`δ`. -/
theorem norm_matrixFun_le (hH : H.IsHermitian) (f : ℝ → ℝ) (δ : ℝ)
    (hf : ∀ i, |f (hH.eigenvalues i)| ≤ δ) (j k : Fin n) : ‖matrixFun hH f j k‖ ≤ δ := by
  have row : ∀ a, ∑ i, ‖orbitals hH a i‖ ^ 2 = 1 := by
    intro a
    have h : (orbitals hH * star (orbitals hH)) a a = 1 := by
      rw [show orbitals hH * star (orbitals hH) = 1 from
        Matrix.mem_unitaryGroup_iff.1 hH.eigenvectorUnitary.2, Matrix.one_apply_eq]
    rw [Matrix.mul_apply] at h
    simp only [Matrix.star_apply, Complex.star_def, Complex.mul_conj,
      Complex.normSq_eq_norm_sq] at h
    exact_mod_cast h
  rw [matrixFun_apply]
  calc _ ≤ ∑ i, δ / 2 * (‖orbitals hH j i‖ ^ 2 + ‖orbitals hH k i‖ ^ 2) := by
        refine norm_sum_le_of_le _ fun i _ => ?_
        rw [norm_mul, norm_mul, norm_star, Complex.norm_real, Real.norm_eq_abs]
        have h1 := mul_le_mul_of_nonneg_left (hf i)
          (mul_nonneg (norm_nonneg (orbitals hH j i)) (norm_nonneg (orbitals hH k i)))
        have h2 := mul_nonneg ((abs_nonneg _).trans (hf i))
          (sq_nonneg (‖orbitals hH j i‖ - ‖orbitals hH k i‖))
        linarith
    _ = δ := by rw [← Finset.mul_sum, Finset.sum_add_distrib, row, row]; ring
```

If $|f(e_i)|\le\delta$ for all $i$, then $|f(H)_{jk}|\le\delta$. By hand, use $2ab\le a^2+b^2$:

$$|f(H)_{jk}|\le\sum_i\delta\,|U_{ji}||U_{ki}|\le\frac\delta2\sum_i\left(|U_{ji}|^2+|U_{ki}|^2\right)=\delta .$$

The last step holds because each row of a unitary matrix has norm one, which is the fact named `row`. The `calc` block is the displayed chain.

```lean
/-- For a tridiagonal `H`, the power `H ^ m` does not connect sites more than `m` apart. -/
theorem pow_band (hT : IsTridiagonal H) (m : ℕ) (j k : Fin n) (h : m < siteDist j k) :
    (H ^ m) j k = 0 := by
  induction m generalizing k with
  | zero =>
    have hjk : j ≠ k := by
      rintro rfl
      simp [siteDist] at h
    rw [pow_zero, Matrix.one_apply_ne hjk]
  | succ m ih =>
    rw [pow_succ, Matrix.mul_apply]
    refine Finset.sum_eq_zero fun l _ => ?_
    by_cases hl : m < siteDist j l
    · rw [ih l hl, zero_mul]
    · rw [hT l k (by unfold siteDist at *; omega), mul_zero]
```

An electron needs at least $|j-k|$ hops to get from one site to the other, so $(H^m)_{jk}=0$ if $m<|j-k|$. The proof is by induction. For $m=0$ the sites differ, and the identity matrix has a zero there. For the next power, take $|j-k|>m+1$ and write

$$(H^{m+1})_{jk}=\sum_l(H^m)_{jl}H_{lk}.$$

If $|j-l|>m$, the first factor vanishes by the induction hypothesis `ih`. Otherwise $|l-k|\ge|j-k|-|j-l|>1$, and the second factor vanishes. The tactic `omega` does this integer arithmetic.

```lean
/-- For Hermitian tridiagonal `H`, a polynomial within `δ` of the occupation step on the spectrum,
and of degree below the distance of two sites, bounds their density-matrix element by `δ`. -/
theorem density_le_of_polynomial (hH : H.IsHermitian) (hT : IsTridiagonal H)
    (p : ℝ[X]) (δ : ℝ) (j k : Fin n) (hp : p.natDegree < siteDist j k)
    (hδ : ∀ i, |occupation (hH.eigenvalues i) - p.eval (hH.eigenvalues i)| ≤ δ) :
    ‖densityMatrix hH j k‖ ≤ δ := by
  have key : matrixFun hH (fun e => p.eval e) j k = ∑ m ∈ Finset.range (p.natDegree + 1),
      (p.coeff m : ℂ) * matrixFun hH (fun e => e ^ m) j k := by
    simp only [matrixFun_apply, Finset.mul_sum]
    rw [Finset.sum_comm]
    refine Finset.sum_congr rfl fun i _ => ?_
    rw [eval_eq_sum_range, Complex.ofReal_sum, Finset.mul_sum, Finset.sum_mul]
    refine Finset.sum_congr rfl fun m _ => ?_
    rw [Complex.ofReal_mul]
    ring
  have hzero : matrixFun hH (fun e => p.eval e) j k = 0 := by
    rw [key]
    refine Finset.sum_eq_zero fun m hm => ?_
    have hm' := Finset.mem_range.1 hm
    rw [matrixFun_pow, pow_band hT m j k (by omega), mul_zero]
  -- subtracting the polynomial leaves this matrix element unchanged
  have hsub : matrixFun hH (fun e => occupation e - p.eval e) j k = densityMatrix hH j k := by
    rw [← sub_zero (densityMatrix hH j k), ← hzero, densityMatrix]
    simp only [matrixFun_apply, ← Finset.sum_sub_distrib, Complex.ofReal_sub, mul_sub, sub_mul]
  rw [← hsub]
  exact norm_matrixFun_le hH _ δ hδ j k
```

Let $p(s)=\sum_m p_m s^m$ have degree below $|j-k|$. Then $p(H)_{jk}=\sum_m p_m(H^m)_{jk}=0$; these two equalities are `key` and `hzero`. Subtracting $p(H)$ leaves the element unchanged (`hsub`), so $P_{jk}$ is an element of $f(H)$ with $f$ equal to the occupation step minus $p$. If $|f|\le\delta$ at every eigenvalue, the bound on matrix elements gives $|P_{jk}|\le\delta$.

## A polynomial that imitates the sign

```lean
/-- The slope of the sign polynomial of order `M` is `(2M + 1) w (1 - s²) ^ M`, with `w` the
Taylor coefficient of order `M`. -/
theorem signPoly_slope (M : ℕ) (s : ℝ) :
    (derivative (signPoly M)).eval s = (2 * M + 1) * weight M * (1 - s ^ 2) ^ M := by
  induction M with
  | zero => simp [signPoly, weight]
  | succ M ih =>
    have h0 : (2 * (M : ℝ) + 2) ≠ 0 := by positivity
    have hr : (2 * (M : ℝ) + 2) * weight (M + 1) = (2 * M + 1) * weight M := by
      rw [weight]
      field_simp
    simp only [signPoly, derivative_add, derivative_mul, derivative_C, derivative_X,
      derivative_pow, derivative_sub, derivative_one, eval_add, eval_mul, eval_sub, eval_pow,
      eval_C, eval_X, eval_one, eval_zero, Nat.add_sub_cancel, ih]
    push_cast
    linear_combination (-(1 - s ^ 2) ^ M) * hr
```

The claim is $Q_M'(s)=(2M+1)\,w_M(1-s^2)^M$. For $M=0$ both sides are 1. In the induction step, the added term has the derivative

$$w_{M+1}(1-s^2)^M\left[(2M+3)(1-s^2)-(2M+2)\right].$$

Since $(2M+2)w_{M+1}=(2M+1)w_M$, which is `hr`, the second part cancels $Q_M'$. What remains is $(2M+3)w_{M+1}(1-s^2)^{M+1}$, as required.

```lean
/-- For `0 < s ≤ 1`, the sign polynomial of order `M` lies below one by at most
`(1 - s²) ^ (M + 1) / s`. -/
theorem signPoly_error (M : ℕ) (s : ℝ) (hs : 0 < s) (hs1 : s ≤ 1) :
    (signPoly M).eval s ≤ 1 ∧ 1 - (signPoly M).eval s ≤ (1 - s ^ 2) ^ (M + 1) / s := by
  have hw : 0 ≤ weight M ∧ weight M ≤ 1 := by
    induction M with
    | zero => simp [weight]
    | succ M ih =>
      have hr : (2 * (M : ℝ) + 1) / (2 * M + 2) ≤ 1 :=
        (div_le_one (by positivity)).2 (by linarith)
      rw [weight]
      exact ⟨mul_nonneg (by positivity) ih.1, mul_le_one₀ hr ih.1 ih.2⟩
  have hone : (signPoly M).eval 1 = 1 := by
    clear hw
    induction M with
    | zero => simp [signPoly]
    | succ M ih => simp [signPoly, ih]
  have hx : ∀ t ∈ Set.Ioo s 1, 0 ≤ (1 - t ^ 2) ^ M := fun t ht =>
    pow_nonneg (sub_nonneg.2 (pow_le_one₀ (hs.le.trans ht.1.le) ht.2.le)) M
  have hup : MonotoneOn (fun t => (signPoly M).eval t) (Set.Icc s 1) := by
    refine monotoneOn_of_deriv_nonneg (convex_Icc s 1) (signPoly M).continuous.continuousOn
      (signPoly M).differentiable.differentiableOn fun t ht => ?_
    rw [interior_Icc] at ht
    rw [Polynomial.deriv, signPoly_slope]
    exact mul_nonneg (mul_nonneg (by positivity) hw.1) (hx t ht)
  -- adding the claimed error bound turns the increase into a decrease
  let K : ℝ[X] := signPoly M + C s⁻¹ * (1 - X ^ 2) ^ (M + 1)
  have hdown : AntitoneOn (fun t => K.eval t) (Set.Icc s 1) := by
    refine antitoneOn_of_deriv_nonpos (convex_Icc s 1) K.continuous.continuousOn
      K.differentiable.differentiableOn fun t ht => ?_
    rw [interior_Icc] at ht
    have h1 : 1 ≤ s⁻¹ * t := by
      rw [← inv_mul_cancel₀ hs.ne']
      exact mul_le_mul_of_nonneg_left ht.1.le (inv_pos.2 hs).le
    have h2 := mul_le_mul_of_nonneg_left hw.2 (show (0 : ℝ) ≤ 2 * M + 1 by positivity)
    have h3 := mul_le_mul_of_nonneg_left h1 (show (0 : ℝ) ≤ 2 * M + 2 by positivity)
    have h4 : (2 * M + 1) * weight M - (2 * M + 2) * (s⁻¹ * t) ≤ 0 := by linarith
    rw [Polynomial.deriv]
    refine le_of_eq_of_le ?_ (mul_nonpos_of_nonneg_of_nonpos (hx t ht) h4)
    simp only [K, derivative_add, derivative_mul, derivative_C, derivative_X,
      derivative_pow, derivative_sub, derivative_one, eval_add, eval_mul, eval_sub, eval_pow,
      eval_C, eval_X, eval_one, eval_zero, Nat.add_sub_cancel, signPoly_slope]
    push_cast
    ring
  have hl : s ∈ Set.Icc s 1 := ⟨le_rfl, hs1⟩
  have hr : (1 : ℝ) ∈ Set.Icc s 1 := ⟨hs1, le_rfl⟩
  have hA := hup hl hr hs1
  have hB := hdown hl hr hs1
  simp only [K, eval_add, eval_mul, eval_C, eval_pow, eval_sub, eval_one, eval_X, hone,
    one_pow, sub_self, zero_pow (show M + 1 ≠ 0 by omega), mul_zero, add_zero] at hA hB
  refine ⟨hA, ?_⟩
  rw [div_eq_inv_mul]
  linarith
```

For $0<s\le1$ this says

$$0\le 1-Q_M(s)\le\frac{(1-s^2)^{M+1}}{s}.$$

Two facts come first: $0\le w_M\le1$, because the ratios of successive weights lie below one, and $Q_M(1)=1$. On $[s,1]$ the slope of $Q_M$ is nonnegative, so $Q_M(s)\le Q_M(1)=1$. For the other side, set $K(t)=Q_M(t)+(1-t^2)^{M+1}/s$. Its derivative is

$$K'(t)=(1-t^2)^M\left[(2M+1)w_M-(2M+2)\frac ts\right]\le0,$$

because $w_M\le1$ and $t\ge s$. Hence $K(s)\ge K(1)=1$, which is the upper bound. In Lean, `hup` and `hdown` are the two monotonicity statements.

## Decay across the gap

```lean
/-- Nearsightedness: if `H` is Hermitian and tridiagonal with all energies in `g ≤ |e| ≤ 1`,
`g > 0`, then density-matrix elements between sites more than `2M + 1` apart have modulus at most
`(1 - g²) ^ (M + 1) / (2g)`. -/
theorem nearsightedness (hH : H.IsHermitian) (hT : IsTridiagonal H) (g : ℝ) (hg : 0 < g)
    (hgap : ∀ i, g ≤ |hH.eigenvalues i| ∧ |hH.eigenvalues i| ≤ 1)
    (M : ℕ) (j k : Fin n) (hjk : 2 * M + 1 < siteDist j k) :
    ‖densityMatrix hH j k‖ ≤ (1 - g ^ 2) ^ (M + 1) / (2 * g) := by
  have hdeg : (signPoly M).natDegree ≤ 2 * M + 1 := by
    clear hjk
    induction M with
    | zero => simp [signPoly]
    | succ M ih =>
      have hZ : (1 - X ^ 2 : ℝ[X]).natDegree ≤ 2 := by compute_degree
      have h := natDegree_mul_le_of_le (natDegree_X_le (R := ℝ))
        (natDegree_pow_le_of_le (M + 1) hZ)
      exact (natDegree_add_le _ _).trans (max_le (ih.trans (by omega))
        ((natDegree_C_mul_le _ _).trans (h.trans (by omega))))
  have hodd : ∀ s, (signPoly M).eval (-s) = -(signPoly M).eval s := by
    intro s
    clear hjk hdeg
    induction M with
    | zero => simp [signPoly]
    | succ M ih =>
      simp only [signPoly, eval_add, eval_mul, eval_C, eval_X, eval_pow, eval_sub, eval_one,
        ih, neg_sq]
      ring
  have hpdeg : (C (1 / 2) * (1 - signPoly M)).natDegree ≤ 2 * M + 1 :=
    (natDegree_C_mul_le _ _).trans ((natDegree_sub_le _ _).trans (max_le (by simp) hdeg))
  refine density_le_of_polynomial hH hT (C (1 / 2) * (1 - signPoly M)) _ j k
    (by omega) fun i => ?_
  obtain ⟨hge, he1⟩ := hgap i
  generalize hH.eigenvalues i = e at hge he1 ⊢
  obtain ⟨hA, hB⟩ := signPoly_error M |e| (hg.trans_le hge) he1
  have hx : 0 ≤ 1 - |e| ^ 2 := sub_nonneg.2 (pow_le_one₀ (abs_nonneg e) he1)
  have hpow : (1 - |e| ^ 2) ^ (M + 1) ≤ (1 - g ^ 2) ^ (M + 1) :=
    pow_le_pow_left₀ hx (sub_le_sub_left (pow_le_pow_left₀ hg.le hge 2) 1) _
  have hC := hB.trans ((div_le_div_of_nonneg_left (pow_nonneg hx _) hg hge).trans
    ((div_le_div_iff_of_pos_right hg).2 hpow))
  have hhalf : (1 - g ^ 2) ^ (M + 1) / (2 * g) = (1 - g ^ 2) ^ (M + 1) / g / 2 := by
    rw [div_div, mul_comm g 2]
  rw [hhalf, eval_mul, eval_C, eval_sub, eval_one, occupation, abs_le]
  -- levels at opposite energies have opposite errors of the same size
  split_ifs with he
  · rw [abs_of_neg he, hodd] at hA hC
    constructor <;> linarith
  · rw [abs_of_nonneg (not_lt.1 he)] at hA hC
    constructor <;> linarith

end

end NearsightedChain
```

The hypothesis `hgap` says that $g\le|e_i|\le1$ for every level. The lower limit stands for an insulating gap around the chemical potential and is assumed, not derived from the hoppings. The upper limit fixes the energy unit.

The polynomial $Q_M$ has degree at most $2M+1$ (`hdeg`) and is odd (`hodd`). Take $p=(1-Q_M)/2$. For a filled level, $e<0$, the error is $1-p(e)=\frac12(1-Q_M(|e|))$. For an empty level it is $-p(e)=-\frac12(1-Q_M(|e|))$. In both cases its size is at most

$$\frac{(1-|e|^2)^{M+1}}{2|e|}\le\frac{(1-g^2)^{M+1}}{2g}.$$

The degree is below $|j-k|$, so `density_le_of_polynomial` finishes the proof. The tactic `split_ifs` separates the filled and empty cases.

The name `nearsightedness` stands here for the decay of the density matrix alone; how the density responds to a distant change of the potential is not treated. The theorem is about this model. It does not justify replacing a real polymer, with its interacting electrons and longer-range couplings, by independent electrons with nearest-neighbour hopping.

```lean
#print axioms NearsightedChain.density_le_of_polynomial
#print axioms NearsightedChain.nearsightedness
```

```
'NearsightedChain.density_le_of_polynomial' depends on axioms: [propext, Classical.choice, Quot.sound]
'NearsightedChain.nearsightedness' depends on axioms: [propext, Classical.choice, Quot.sound]
```

## Truncating a dimerised chain

Some linear-scaling electronic-structure methods store only the density-matrix elements within a cutoff distance. For the gapped non-interacting chain treated here, and a cutoff of at least one lattice spacing, the theorem bounds each element left out. Take zero on-site energies and hoppings that alternate between 4 eV and 1 eV, with a strong bond at each end. All levels then satisfy $3\ \text{eV}\le|e|\le5\ \text{eV}$. Dividing $H$ by 5 eV leaves $P$ unchanged and gives $g=0.6$. With $M=9$, every element between sites more than 19 apart is at most $0.64^{10}/1.2\approx0.0096$. With $M=19$, beyond 39 sites, the bound is about $1.1\times10^{-4}$. These are upper limits, not estimates: the actual elements of this chain at such distances are far smaller.

For the scaled $H$, the approximating matrix $\frac12(1-Q_M(H))$ can be built from sparse matrix products, without diagonalising $H$.
